# Electron-hole correspondence for shell interactions with a scalar contraction

Let $a_p^\dagger$ and $a_p$ create and annihilate an electron in mode $p$ of $n$ modes, with $N=\sum_p a_p^\dagger a_p$, $\hat h=\sum_{pq}h_{pq}a_p^\dagger a_q$ and $V=\tfrac14\sum_{pqrs}W_{pqrs}\,a_p^\dagger a_q^\dagger a_s a_r$. The coefficients $h_{pq}=h_{qp}$ and $W_{pqrs}=-W_{qprs}=W_{rspq}$ are real, and $\sum_q W_{pqrq}=c\,\delta_{pr}$.

In Lean 4 with Mathlib:

```lean
import Mathlib

open Finset

namespace ElectronHoleCorrespondence

noncomputable section

variable {n : ℕ}

/-- Fock space of `n` fermion modes: a complex amplitude for each set of occupied modes. -/
abbrev Fock (n : ℕ) := Finset (Fin n) → ℂ

/-- The ordering sign: a factor `-1` for each mode of `S` that precedes `p`. -/
def phase (p : Fin n) (S : Finset (Fin n)) : ℂ := ∏ q ∈ S, if q < p then -1 else 1

/-- The operator that removes an electron from mode `p`. -/
def annihilate (p : Fin n) : Module.End ℂ (Fock n) where
  toFun ψ S := if p ∈ S then 0 else phase p S * ψ (insert p S)
  map_add' x y := by
    funext S
    by_cases h : p ∈ S <;> simp [h, mul_add]
  map_smul' a x := by
    funext S
    by_cases h : p ∈ S <;> simp [h, mul_left_comm]

/-- The operator that adds an electron to mode `p`. -/
def create (p : Fin n) : Module.End ℂ (Fock n) where
  toFun ψ S := if p ∈ S then phase p S * ψ (S.erase p) else 0
  map_add' x y := by
    funext S
    by_cases h : p ∈ S <;> simp [h, mul_add]
  map_smul' a x := by
    funext S
    by_cases h : p ∈ S <;> simp [h, mul_left_comm]

/-- The electron number operator. -/
def numberOp (n : ℕ) : Module.End ℂ (Fock n) := ∑ p, create p * annihilate p

/-- The one-body field with matrix elements `h p q`. -/
def oneBody (h : Fin n → Fin n → ℝ) : Module.End ℂ (Fock n) :=
  ∑ p, ∑ q, (h p q : ℂ) • (create p * annihilate q)

/-- The two-body interaction with coefficients `W p q r s`. -/
def interaction (W : Fin n → Fin n → Fin n → Fin n → ℝ) : Module.End ℂ (Fock n) :=
  (1 / 4 : ℂ) • ∑ p, ∑ q, ∑ r, ∑ s,
    (W p q r s : ℂ) • (create p * create q * annihilate s * annihilate r)

/-- Coefficients antisymmetric in the first pair of modes, symmetric under exchange of the
pairs, and with contraction `c` times the identity. -/
structure IsShellInteraction (W : Fin n → Fin n → Fin n → Fin n → ℝ) (c : ℝ) : Prop where
  antisymm : ∀ p q r s, W q p r s = -W p q r s
  symm : ∀ p q r s, W r s p q = W p q r s
  contraction : ∀ p r, ∑ q, W p q r q = if p = r then c else 0

/-- The `N`-electron states that solve the eigenvalue equation of `H` at energy `E`. -/
def levelSpace (H : Module.End ℂ (Fock n)) (N : ℕ) (E : ℂ) : Submodule ℂ (Fock n) where
  carrier := {ψ | (∀ S, S.card ≠ N → ψ S = 0) ∧ H ψ = E • ψ}
  zero_mem' := by simp
  add_mem' {x y} hx hy :=
    ⟨fun S hS => by simp [hx.1 S hS, hy.1 S hS], by rw [map_add, hx.2, hy.2, smul_add]⟩
  smul_mem' a x hx :=
    ⟨fun S hS => by simp [hx.1 S hS], by rw [map_smul, hx.2, smul_comm]⟩

/-- The ordering sign squares to one. -/
theorem phase_mul_self (p : Fin n) (S : Finset (Fin n)) : phase p S * phase p S = 1 := by
  rw [phase, ← prod_mul_distrib]
  refine prod_eq_one fun q _ => ?_
  split_ifs <;> norm_num

/-- The sign attached to the occupied set `S` by the particle-hole map. -/
def holeSign (S : Finset (Fin n)) : ℂ := ∏ q ∈ S, phase q univ

/-- The sign of the particle-hole map squares to one. -/
theorem holeSign_mul_self (S : Finset (Fin n)) : holeSign S * holeSign S = 1 := by
  rw [holeSign, ← prod_mul_distrib]
  exact prod_eq_one fun q _ => phase_mul_self q univ

/-- The particle-hole map: occupied and empty modes are exchanged, up to a sign. -/
def holeMap (n : ℕ) : Fock n ≃ₗ[ℂ] Fock n where
  toFun ψ S := holeSign S * ψ Sᶜ
  invFun ψ S := holeSign Sᶜ * ψ Sᶜ
  map_add' x y := by funext S; simp [mul_add]
  map_smul' a x := by funext S; simp [mul_left_comm]
  left_inv ψ := by funext S; simp [← mul_assoc, holeSign_mul_self]
  right_inv ψ := by funext S; simp [← mul_assoc, holeSign_mul_self]

/-- Annihilation and creation operators anticommute to one for equal modes and to zero for
different modes. -/
theorem anticommutator (p q : Fin n) :
    annihilate p * create q + create q * annihilate p = if p = q then 1 else 0 := by
  refine LinearMap.ext fun ψ => funext fun S => ?_
  have h2 := phase_mul_self p S
  rcases eq_or_ne p q with rfl | hpq
  · by_cases hp : p ∈ S
    · have h1 : _ = phase p S :=
        mul_prod_erase S (fun x => if x < p then (-1 : ℂ) else 1) hp
      have h3 : phase p (S.erase p) = phase p S := by simpa [phase] using h1
      simp [annihilate, create, hp, insert_erase hp, h3, ← mul_assoc, h2]
    · have h3 : phase p (insert p S) = phase p S := by simp [phase, prod_insert hp]
      simp [annihilate, create, hp, h3, ← mul_assoc, h2]
  · by_cases hp : p ∈ S
    · by_cases hq : q ∈ S <;> simp [annihilate, create, hp, hq, hpq]
    · by_cases hq : q ∈ S
      · -- the two orders of moving the electron differ by one exchange sign
        have h1 : phase q (insert p S) = (if p < q then -1 else 1) * phase q S :=
          prod_insert hp
        have h3 : phase p S = (if q < p then -1 else 1) * phase p (S.erase q) :=
          (mul_prod_erase S (fun x => if x < p then (-1 : ℂ) else 1) hq).symm
        have he : (insert p S).erase q = insert p (S.erase q) := erase_insert_of_ne hpq
        have hl : (annihilate p * create q + create q * annihilate p) ψ S =
            phase p S * (phase q (insert p S) * ψ ((insert p S).erase q)) +
            phase q S * (phase p (S.erase q) * ψ (insert p (S.erase q))) := by
          simp [annihilate, create, hp, hq]
        rw [hl, he, h1, h3, if_neg hpq]
        change _ = (0 : ℂ)
        rcases lt_or_gt_of_ne hpq with h | h
        · rw [if_pos h, if_neg (not_lt_of_gt h)]; ring
        · rw [if_neg (not_lt_of_gt h), if_pos h]; ring
      · simp [annihilate, create, hp, hq, hpq, hpq.symm]

/-- The number operator multiplies each amplitude by the number of occupied modes. -/
theorem numberOp_apply (ψ : Fock n) (S : Finset (Fin n)) :
    numberOp n ψ S = S.card * ψ S := by
  have h (p : Fin n) : (create p * annihilate p) ψ S = if p ∈ S then ψ S else 0 := by
    by_cases hp : p ∈ S
    · have h1 : _ = phase p S :=
        mul_prod_erase S (fun x => if x < p then (-1 : ℂ) else 1) hp
      have h3 : phase p (S.erase p) = phase p S := by simpa [phase] using h1
      simp [annihilate, create, hp, insert_erase hp, h3, ← mul_assoc, phase_mul_self]
    · simp [create, hp]
  rw [numberOp, LinearMap.sum_apply, Finset.sum_apply, sum_congr rfl fun p _ => h p]
  simp

/-- The particle-hole map exchanges creation and annihilation operators. -/
theorem holeMap_exchange (p : Fin n) (ψ : Fock n) :
    create p (holeMap n ψ) = holeMap n (annihilate p ψ) ∧
    annihilate p (holeMap n ψ) = holeMap n (create p ψ) := by
  have hu (S : Finset (Fin n)) : phase p univ = phase p S * phase p Sᶜ :=
    (prod_mul_prod_compl S _).symm
  constructor <;> funext S <;> by_cases hp : p ∈ S
  · have hg : holeSign S = phase p univ * holeSign (S.erase p) :=
      (mul_prod_erase S (fun q => phase q univ) hp).symm
    have hl : create p (holeMap n ψ) S =
        phase p S * (holeSign (S.erase p) * ψ (S.erase p)ᶜ) := if_pos hp
    have hr : holeMap n (annihilate p ψ) S =
        holeSign S * (phase p Sᶜ * ψ (insert p Sᶜ)) := by
      simp [holeMap, annihilate, hp]
    rw [hl, hr, compl_erase, hg, hu S]
    linear_combination (-(phase p S * holeSign (S.erase p) * ψ (insert p Sᶜ))) *
      phase_mul_self p Sᶜ
  · simp [holeMap, annihilate, create, hp]
  · simp [holeMap, annihilate, create, hp]
  · have hg : holeSign (insert p S) = phase p univ * holeSign S := prod_insert hp
    have hl : annihilate p (holeMap n ψ) S =
        phase p S * (holeSign (insert p S) * ψ (insert p S)ᶜ) := if_neg hp
    have hr : holeMap n (create p ψ) S =
        holeSign S * (phase p Sᶜ * ψ (Sᶜ.erase p)) := by
      simp [holeMap, create, hp]
    rw [hl, hr, compl_insert, hg, hu S]
    linear_combination (phase p Sᶜ * holeSign S * ψ (Sᶜ.erase p)) * phase_mul_self p S

/-- Seen through the particle-hole map, a symmetric one-body field changes sign and
acquires its trace as a constant. -/
theorem oneBody_holeMap {h : Fin n → Fin n → ℝ} (hh : ∀ p q, h q p = h p q) (ψ : Fock n) :
    oneBody h (holeMap n ψ) =
      holeMap n (((∑ p, h p p : ℝ) : ℂ) • ψ - oneBody h ψ) := by
  have e (p q : Fin n) : annihilate p * create q =
      (if p = q then 1 else 0) - create q * annihilate p :=
    eq_sub_of_add_eq (anticommutator p q)
  have key : ∑ p, ∑ q, (h p q : ℂ) • (annihilate p * create q) =
      ((∑ p, h p p : ℝ) : ℂ) • (1 : Module.End ℂ (Fock n)) - oneBody h := by
    simp_rw [e, smul_sub, sum_sub_distrib]
    congr 1
    · simp [smul_ite, sum_smul]
    · refine sum_comm.trans (sum_congr rfl fun p _ => sum_congr rfl fun q _ => ?_)
      rw [hh p q]
  calc oneBody h (holeMap n ψ)
      = holeMap n ((∑ p, ∑ q, (h p q : ℂ) • (annihilate p * create q)) ψ) := by
        simp only [oneBody, LinearMap.sum_apply, LinearMap.smul_apply, Module.End.mul_apply,
          (holeMap_exchange _ _).1, (holeMap_exchange _ _).2, map_sum, map_smul]
    _ = _ := by rw [key]; rfl

/-- Seen through the particle-hole map, an interaction with contraction `c` keeps its form
and acquires `n c / 2` minus `c` times the electron number. -/
theorem interaction_holeMap {W : Fin n → Fin n → Fin n → Fin n → ℝ} {c : ℝ}
    (hW : IsShellInteraction W c) (ψ : Fock n) :
    interaction W (holeMap n ψ) = holeMap n
      (interaction W ψ - (c : ℂ) • numberOp n ψ + ((n : ℂ) * c / 2) • ψ) := by
  have left (p q r s) : (W q p r s : ℂ) = -(W p q r s : ℂ) := by
    rw [hW.antisymm p q r s, Complex.ofReal_neg]
  have right (p q r s) : (W p q s r : ℂ) = -(W p q r s : ℂ) := by
    rw [← hW.symm p q s r, left r s p q, hW.symm p q r s]
  have neg_op (z : ℂ) (A : Module.End ℂ (Fock n)) : (-z) • A = -(z • A) := by
    refine LinearMap.ext fun φ => funext fun S => ?_
    change (-z) * A φ S = -(z * A φ S)
    ring
  -- the four single contractions
  have T1 (F : Fin n → Fin n → Module.End ℂ (Fock n)) :
      ∑ p, ∑ q, ∑ r, ∑ s, (W p q r s : ℂ) • (if q = s then F p r else 0) =
        (c : ℂ) • ∑ p, F p p := by
    have hc (p r) : ∑ q, (W p q r q : ℂ) = if p = r then (c : ℂ) else 0 := by
      rw [← Complex.ofReal_sum, hW.contraction]
      split_ifs <;> simp
    rw [smul_sum]
    refine sum_congr rfl fun p _ => ?_
    simp only [smul_ite, smul_zero, sum_ite_eq, mem_univ, if_true]
    rw [sum_comm]
    simp_rw [← sum_smul, hc]
    simp [ite_smul]
  have T2 (F : Fin n → Fin n → Module.End ℂ (Fock n)) :
      ∑ p, ∑ q, ∑ r, ∑ s, (W p q r s : ℂ) • (if q = r then F p s else 0) =
        -((c : ℂ) • ∑ p, F p p) := by
    rw [← T1 F]
    simp only [← sum_neg_distrib]
    refine sum_congr rfl fun p _ => sum_congr rfl fun q _ => sum_comm.trans
      (sum_congr rfl fun r _ => sum_congr rfl fun s _ => ?_)
    rw [right p q r s]
    exact neg_op _ _
  have T3 (F : Fin n → Fin n → Module.End ℂ (Fock n)) :
      ∑ p, ∑ q, ∑ r, ∑ s, (W p q r s : ℂ) • (if p = s then F q r else 0) =
        -((c : ℂ) • ∑ p, F p p) := by
    rw [← T1 F]
    simp only [← sum_neg_distrib]
    refine sum_comm.trans (sum_congr rfl fun p _ => sum_congr rfl fun q _ =>
      sum_congr rfl fun r _ => sum_congr rfl fun s _ => ?_)
    rw [left p q r s]
    exact neg_op _ _
  have T4 (F : Fin n → Fin n → Module.End ℂ (Fock n)) :
      ∑ p, ∑ q, ∑ r, ∑ s, (W p q r s : ℂ) • (if p = r then F q s else 0) =
        (c : ℂ) • ∑ p, F p p := by
    rw [← neg_neg ((c : ℂ) • ∑ p, F p p), ← T2 F]
    simp only [← sum_neg_distrib]
    refine sum_comm.trans (sum_congr rfl fun p _ => sum_congr rfl fun q _ =>
      sum_congr rfl fun r _ => sum_congr rfl fun s _ => ?_)
    rw [left p q r s]
    exact neg_op _ _
  -- the uncontracted part is the original interaction with its indices renamed
  have T5 : ∑ p, ∑ q, ∑ r, ∑ s, (W p q r s : ℂ) •
        (create s * create r * annihilate p * annihilate q) =
      ∑ p, ∑ q, ∑ r, ∑ s, (W p q r s : ℂ) •
        (create p * create q * annihilate s * annihilate r) := by
    have ex (H : Fin n → Fin n → Fin n → Fin n → Module.End ℂ (Fock n)) :
        ∑ p, ∑ q, ∑ r, ∑ s, H p q r s = ∑ p, ∑ q, ∑ r, ∑ s, H r s p q := by
      have := sum_comm (s := univ) (t := univ)
        (f := fun (x y : Fin n × Fin n) => H x.1 x.2 y.1 y.2)
      simpa only [Fintype.sum_prod_type] using this
    rw [ex]
    refine sum_comm.trans (sum_congr rfl fun p _ => sum_congr rfl fun q _ =>
      sum_comm.trans (sum_congr rfl fun r _ => sum_congr rfl fun s _ => ?_))
    rw [hW.symm q p s r, left p q s r, right p q r s, neg_neg]
  have wick (A B C D d₁ d₂ d₃ d₄ : Module.End ℂ (Fock n)) (h₁ : B * C + C * B = d₁)
      (h₂ : B * D + D * B = d₂) (h₃ : A * C + C * A = d₃) (h₄ : A * D + D * A = d₄) :
      A * B * C * D = A * d₁ * D - A * C * d₂ + d₃ * D * B - C * d₄ * B + C * D * A * B := by
    subst h₁ h₂ h₃ h₄
    noncomm_ring
  have order (p q r s : Fin n) : annihilate p * annihilate q * create s * create r =
      (if q = s then annihilate p * create r else 0) -
      (if q = r then annihilate p * create s else 0) +
      (if p = s then create r * annihilate q else 0) -
      (if p = r then create s * annihilate q else 0) +
      create s * create r * annihilate p * annihilate q := by
    rw [wick _ _ _ _ _ _ _ _ (anticommutator q s) (anticommutator q r)
      (anticommutator p s) (anticommutator p r)]
    simp only [mul_ite, ite_mul, mul_one, one_mul, mul_zero, zero_mul]
  have holes : ∑ p : Fin n, annihilate p * create p = (n : ℂ) • 1 - numberOp n := by
    have e (p : Fin n) : annihilate p * create p = 1 - create p * annihilate p :=
      eq_sub_of_add_eq (by rw [anticommutator, if_pos rfl])
    simp_rw [e, sum_sub_distrib]
    rw [sum_const, card_univ, Fintype.card_fin, Nat.cast_smul_eq_nsmul, numberOp]
  have key : (1 / 4 : ℂ) • ∑ p, ∑ q, ∑ r, ∑ s, (W p q r s : ℂ) •
        (annihilate p * annihilate q * create s * create r) =
      interaction W - (c : ℂ) • numberOp n + ((n : ℂ) * c / 2) • 1 := by
    simp only [order, smul_add, smul_sub, sum_add_distrib, sum_sub_distrib]
    rw [T1 (fun p r => annihilate p * create r), T2 (fun p s => annihilate p * create s),
      T3 (fun q r => create r * annihilate q), T4 (fun q s => create s * annihilate q),
      T5, holes, ← numberOp, interaction]
    module
  calc interaction W (holeMap n ψ)
      = holeMap n (((1 / 4 : ℂ) • ∑ p, ∑ q, ∑ r, ∑ s, (W p q r s : ℂ) •
          (annihilate p * annihilate q * create s * create r)) ψ) := by
        simp only [interaction, LinearMap.sum_apply, LinearMap.smul_apply,
          Module.End.mul_apply, (holeMap_exchange _ _).1, (holeMap_exchange _ _).2,
          map_sum, map_smul]
    _ = _ := by rw [key]; rfl

/-- Electron-hole correspondence: for a shell interaction `V` with contraction `c` and a real
symmetric field `h`, each level of `V - h` with `k` electrons reappears, with the same
degeneracy, for `V + h` with `n - k` electrons, shifted by `(n - 2k) c / 2 + tr h`. -/
theorem electron_hole_correspondence {W : Fin n → Fin n → Fin n → Fin n → ℝ} {c : ℝ}
    (hW : IsShellInteraction W c) {h : Fin n → Fin n → ℝ} (hh : ∀ p q, h q p = h p q)
    {k m : ℕ} (hkm : k + m = n) (E : ℂ) :
    Module.finrank ℂ (levelSpace (interaction W + oneBody h) m
      (E + (((n - 2 * k) * c / 2 + ∑ p, h p p : ℝ) : ℂ))) =
    Module.finrank ℂ (levelSpace (interaction W - oneBody h) k E) := by
  have key : (levelSpace (interaction W + oneBody h) m
      (E + (((n - 2 * k) * c / 2 + ∑ p, h p p : ℝ) : ℂ))).comap
        (holeMap n : Fock n →ₗ[ℂ] Fock n) =
      levelSpace (interaction W - oneBody h) k E := by
    ext ψ
    -- `k` electrons become `k` holes
    have hsec : (∀ S, S.card ≠ m → holeMap n ψ S = 0) ↔ ∀ S, S.card ≠ k → ψ S = 0 := by
      have hcard (S : Finset (Fin n)) : S.card + Sᶜ.card = n := by
        rw [card_add_card_compl, Fintype.card_fin]
      constructor
      · intro H S hS
        have h1 : holeSign Sᶜ * ψ Sᶜᶜ = 0 := H Sᶜ (by have := hcard S; omega)
        rw [compl_compl] at h1
        refine (mul_eq_zero.mp h1).resolve_left fun h0 => ?_
        simpa [h0] using holeSign_mul_self Sᶜ
      · intro H S hS
        change holeSign S * ψ Sᶜ = 0
        rw [H Sᶜ (by have := hcard S; omega), mul_zero]
    change ((∀ S, S.card ≠ m → holeMap n ψ S = 0) ∧
      (interaction W + oneBody h) (holeMap n ψ) = _ • holeMap n ψ) ↔
      ((∀ S, S.card ≠ k → ψ S = 0) ∧ (interaction W - oneBody h) ψ = E • ψ)
    rw [hsec]
    refine and_congr_right fun hs => ?_
    have hN : numberOp n ψ = (k : ℂ) • ψ := by
      funext S
      rw [numberOp_apply]
      by_cases hS : S.card = k
      · simp [hS]
      · simp [hs S hS]
    have h1 : (interaction W + oneBody h) (holeMap n ψ) =
        holeMap n ((interaction W - oneBody h) ψ +
          (((n - 2 * k) * c / 2 + ∑ p, h p p : ℝ) : ℂ) • ψ) := by
      rw [LinearMap.add_apply, interaction_holeMap hW, oneBody_holeMap hh, hN, ← map_add]
      congr 1
      rw [LinearMap.sub_apply]
      push_cast
      module
    rw [h1, ← map_smul, (holeMap n).injective.eq_iff, add_smul, add_left_inj]
  rw [← key]
  exact (LinearEquiv.finrank_eq ((holeMap n).ofSubmodule' _)).symm

/-- In a half-filled shell, reversing the sign of a traceless real symmetric field leaves
every level and its degeneracy unchanged, for a shell interaction `V`. -/
theorem half_filled_shell {W : Fin n → Fin n → Fin n → Fin n → ℝ} {c : ℝ}
    (hW : IsShellInteraction W c) {h : Fin n → Fin n → ℝ} (hh : ∀ p q, h q p = h p q)
    (htr : ∑ p, h p p = 0) {k : ℕ} (hk : k + k = n) (E : ℂ) :
    Module.finrank ℂ (levelSpace (interaction W + oneBody h) k E) =
    Module.finrank ℂ (levelSpace (interaction W - oneBody h) k E) := by
  have hn : (n : ℝ) = k + k := by exact_mod_cast hk.symm
  have hs : ((n - 2 * k) * c / 2 + ∑ p, h p p : ℝ) = 0 := by
    rw [htr, hn]; ring
  have main := electron_hole_correspondence hW hh hk E
  rwa [hs, Complex.ofReal_zero, add_zero] at main

/-- Coefficients of a unit repulsion within the mode pairs `{0, 3}` and `{1, 2}`. -/
def pairRepulsion (p q r s : Fin 4) : ℤ :=
  if q = Fin.rev p then
    (if p = r ∧ q = s then 1 else 0) - (if p = s ∧ q = r then 1 else 0)
  else 0

/-- The pair repulsion on four modes is a shell interaction with contraction one. -/
theorem pairRepulsion_witness :
    IsShellInteraction (fun p q r s => (pairRepulsion p q r s : ℝ)) 1 := by
  have h1 : ∀ p q r s, pairRepulsion q p r s = -pairRepulsion p q r s := by decide +kernel
  have h2 : ∀ p q r s, pairRepulsion r s p q = pairRepulsion p q r s := by decide +kernel
  have h3 : ∀ p r, ∑ q, pairRepulsion p q r q = if p = r then 1 else 0 := by decide +kernel
  exact ⟨fun p q r s => by exact_mod_cast h1 p q r s,
    fun p q r s => by exact_mod_cast h2 p q r s, fun p r => by exact_mod_cast h3 p r⟩

end

end ElectronHoleCorrespondence
```

```lean
#print axioms ElectronHoleCorrespondence.electron_hole_correspondence
#print axioms ElectronHoleCorrespondence.half_filled_shell
```

```
'ElectronHoleCorrespondence.electron_hole_correspondence' depends on axioms: [propext, Classical.choice, Quot.sound]
'ElectronHoleCorrespondence.half_filled_shell' depends on axioms: [propext, Classical.choice, Quot.sound]
```

## Levels and the filled shell

A state in `Fock n` assigns an amplitude to each occupied set $S$; `phase p S` is $\eta_p(S)=\pm1$, with one factor $-1$ per occupied mode before $p$. `levelSpace H k E` holds the $k$-electron solutions of $H\psi=E\psi$. Its `finrank` is the degeneracy, zero if $E$ is not a level.

`electron_hole_correspondence` says that, for `k + m = n`, the degeneracy of $E$ for $V-\hat h$ with $k$ electrons equals that of $E+(n-2k)c/2+\operatorname{tr}h$ for $V+\hat h$ with $m$ electrons.

The `contraction` field of `IsShellInteraction` means that the direct-minus-exchange field of the filled shell is $c$ times the identity: it has the same value $c$ for every mode and doesn't couple different modes. It is assumed here; in an atomic $l$ shell, rotation and spin invariance supply it. The model has finitely many modes and no coupling to other shells.

## Exchanging electrons and holes

`holeMap` is $(C\psi)(S)=g(S)\,\psi(S^c)$, with $g(S)=\prod_{q\in S}\eta_q(\text{all})$. For $p\in S$,

$$(a_p^\dagger C\psi)(S)=\eta_p(S)\,g(S\setminus p)\,\psi(S^c\cup p),$$
$$(Ca_p\psi)(S)=g(S)\,\eta_p(S^c)\,\psi(S^c\cup p).$$

These agree because $g(S)=\eta_p(S)\eta_p(S^c)g(S\setminus p)$ and signs square to one. For $p\notin S$ both vanish. So $a_p^\dagger C=Ca_p$, and likewise $a_pC=Ca_p^\dagger$ (`holeMap_exchange`).

With `anticommutator` and the symmetry of $h$, `oneBody_holeMap` follows:

$$\hat hC=C\sum_{pq}h_{pq}a_pa_q^\dagger=C(\operatorname{tr}h-\hat h).$$

For $V$, `wick` and `order` give

$$a_pa_qa_s^\dagger a_r^\dagger=\delta_{qs}a_pa_r^\dagger-\delta_{qr}a_pa_s^\dagger+\delta_{ps}a_r^\dagger a_q-\delta_{pr}a_s^\dagger a_q+a_s^\dagger a_r^\dagger a_pa_q.$$

Weighted with $W_{pqrs}$ and summed, the first two terms give $c(n-N)$ each and the next two $-cN$ each (`T1`–`T4`, `holes`). Renaming indices and using the symmetries of $W$ turns the last into $4V$ (`T5`). Dividing by four gives `interaction_holeMap`:

$$VC=C\left(V-cN+\tfrac{nc}{2}\right).$$

On $k$ electrons $N=k$ (`numberOp_apply`), hence

$$(V+\hat h)C=C\left(V-\hat h+\tfrac{(n-2k)c}{2}+\operatorname{tr}h\right).$$

$C$ is invertible and takes $k$ electrons to $n-k$ (`hsec`), so it matches the two level spaces and their dimensions.

## From the filled shell to $d^8$

For $k=0$, the vacuum at energy zero maps to the filled shell at $nc/2+\operatorname{tr}h$. If $n=2k$ and $\operatorname{tr}h=0$, the shift vanishes, so $V+\hat h$ and $V-\hat h$ have the same $k$-electron levels with the same degeneracies (`half_filled_shell`). `pairRepulsion_witness` checks by evaluation that a unit repulsion within $\{0,3\}$ and $\{1,2\}$ meets the conditions with $c=1$; its filled shell has interaction energy 2.

In a single-shell model of $d^8$ ($n=10$, $k=2$), the levels of $V+\hat h$ can be found by diagonalising the $45\times45$ two-electron matrix of $V-\hat h$, where $V$ has entries $W_{pqrs}$ with $p<q$, $r<s$, and adding $3c+\operatorname{tr}h$ to each eigenvalue.
